# Band projectors of an isotropic Weyl Hamiltonian away from the node

The declaration concerns the two-band Hamiltonian H(k) = e₀ + χv k·σ, where σ is the vector of Pauli matrices, k ≠ 0 is a real wave vector, χ = ±1 is a sign, and e₀ and v are arbitrary real numbers. When v > 0, χ is the chirality of the Weyl node and s = +1 labels the upper band. For s = ±1 the declaration states that the matrices P_s = ½(1 + sχ k·σ/|k|) satisfy P_s² = P_s, P_s + P_{−s} = 1 and HP_s = (e₀ + sv|k|)P_s. The attempt first proves (k·σ)² = |k|² entry by entry, then some scalar identities for the coefficients. These give the first and third equations by linear algebra, while the second follows directly from the definition of P_s.

An attempt in Lean 4 with a fault in it:

```lean
import Mathlib

open Matrix

namespace WeylGyrotropy

noncomputable section

/-- The three Pauli matrices. -/
def sigma : Fin 3 → Matrix (Fin 2) (Fin 2) ℂ :=
  ![!![0, 1; 1, 0], !![0, -Complex.I; Complex.I, 0], !![1, 0; 0, -1]]

/-- The Euclidean length of the wave vector. -/
def kabs (k : Fin 3 → ℝ) : ℝ := Real.sqrt (k 0 ^ 2 + k 1 ^ 2 + k 2 ^ 2)

/-- The matrix `k · σ`. -/
def kSigma (k : Fin 3 → ℝ) : Matrix (Fin 2) (Fin 2) ℂ := ∑ a, (k a : ℂ) • sigma a

/-- The Weyl Hamiltonian `e0 + χ v k · σ`. -/
def weylH (χ v e0 : ℝ) (k : Fin 3 → ℝ) : Matrix (Fin 2) (Fin 2) ℂ :=
  (e0 : ℂ) • 1 + ((χ * v : ℝ) : ℂ) • kSigma k

/-- The energy of the upper (`s = 1`) or lower (`s = -1`) band. -/
def bandEnergy (v e0 s : ℝ) (k : Fin 3 → ℝ) : ℝ := e0 + s * v * kabs k

/-- The projector on band `s`, for `k ≠ 0`. -/
def bandProj (χ s : ℝ) (k : Fin 3 → ℝ) : Matrix (Fin 2) (Fin 2) ℂ :=
  (1 / 2 : ℂ) • (1 + ((s * χ / kabs k : ℝ) : ℂ) • kSigma k)

/-- The squared length is the sum of squared components, and a nonzero wave vector has
positive length. -/
theorem kabs_spec (k : Fin 3 → ℝ) :
    kabs k ^ 2 = k 0 ^ 2 + k 1 ^ 2 + k 2 ^ 2 ∧ (k ≠ 0 → 0 < kabs k) := by
  refine ⟨Real.sq_sqrt (by positivity), fun hk => Real.sqrt_pos.2 ?_⟩
  by_contra h
  have a0 := sq_nonneg (k 0)
  have a1 := sq_nonneg (k 1)
  have a2 := sq_nonneg (k 2)
  have h0 : k 0 ^ 2 = 0 := by linarith
  have h1 : k 1 ^ 2 = 0 := by linarith
  have h2 : k 2 ^ 2 = 0 := by linarith
  apply hk
  funext i
  fin_cases i
  exacts [pow_eq_zero_iff two_ne_zero |>.1 h0, pow_eq_zero_iff two_ne_zero |>.1 h1,
    pow_eq_zero_iff two_ne_zero |>.1 h2]

/-- The matrix `k · σ` written out in components. -/
theorem kSigma_eq (k : Fin 3 → ℝ) :
    kSigma k = !![(k 2 : ℂ), k 0 - k 1 * Complex.I; k 0 + k 1 * Complex.I, -(k 2 : ℂ)] := by
  ext i j
  fin_cases i <;> fin_cases j <;> simp [kSigma, sigma, Fin.sum_univ_three]
  ring

/-- Away from the node the band projectors are idempotent, sum to one, and project on eigenstates of
the Weyl Hamiltonian with the band energies. -/
theorem band_projector {χ s : ℝ} (v e0 : ℝ) (hχ : χ = 1 ∨ χ = -1) (hs : s = 1 ∨ s = -1)
    {k : Fin 3 → ℝ} (hk : k ≠ 0) :
    bandProj χ s k * bandProj χ s k = bandProj χ s k ∧
    bandProj χ s k + bandProj χ (-s) k = 1 ∧
    weylH χ v e0 k * bandProj χ s k = (bandEnergy v e0 s k : ℂ) • bandProj χ s k := by
  have hr := (kabs_spec k).2 hk
  -- the square of `k · σ` is the squared length
  have hS : kSigma k * kSigma k = ((kabs k ^ 2 : ℝ) : ℂ) • 1 := by
    rw [(kabs_spec k).1, kSigma_eq]
    ext i j
    fin_cases i <;> fin_cases j <;> simp [Matrix.mul_apply, Fin.sum_univ_two] <;>
      first
        | ring
        | linear_combination (-(k 1 : ℂ) ^ 2) * Complex.I_sq
  have h0 : ((s * χ / kabs k : ℝ) : ℂ) * ((s * χ / kabs k : ℝ) : ℂ) *
      ((kabs k ^ 2 : ℝ) : ℂ) = 1 := by
    rw [← Complex.ofReal_mul, ← Complex.ofReal_mul, ← Complex.ofReal_one]
    congr 1
    rcases hs with rfl | rfl <;> rcases hχ with rfl | rfl <;> field_simp <;> norm_num
  have h1 : ((χ * v : ℝ) : ℂ) * ((s * χ / kabs k : ℝ) : ℂ) * ((kabs k ^ 2 : ℝ) : ℂ) =
      ((s * v * kabs k : ℝ) : ℂ) := by
    rw [← Complex.ofReal_mul, ← Complex.ofReal_mul]
    congr 1
    rcases hχ with rfl | rfl <;> field_simp <;> ring
  have h2 : ((χ * v : ℝ) : ℂ) =
      ((s * v * kabs k : ℝ) : ℂ) * ((s * χ / kabs k : ℝ) : ℂ) := by
    rw [← Complex.ofReal_mul]
    congr 1
    rcases hs with rfl | rfl <;> field_simp <;> ring
  refine ⟨?_, ?_, ?_⟩
  · simp only [bandProj, smul_mul_assoc, mul_smul_comm, add_mul, mul_add, one_mul, mul_one, hS]
    linear_combination (norm := module) ((1 / 4 : ℂ) * h0) • (1 : Matrix (Fin 2) (Fin 2) ℂ)
  · simp only [bandProj, neg_mul, neg_div, Complex.ofReal_neg]
    module
  · rw [bandEnergy, Complex.ofReal_add]
    simp only [weylH, bandProj, smul_mul_assoc, mul_smul_comm, add_mul, mul_add, one_mul,
      mul_one, hS]
    linear_combination (norm := module)
      ((1 / 2 : ℂ) * h1) • (1 : Matrix (Fin 2) (Fin 2) ℂ) + ((1 / 2 : ℂ) * h2) • kSigma k

end

end WeylGyrotropy
```

Messages:

```
Try this:
  [apply] ring_nf
  
  The `ring` tactic failed to close the goal. Use `ring_nf` to obtain a normal form.
    
  Note that `ring` works primarily in *commutative* rings. If you have a noncommutative ring, abelian group or module, consider using `noncomm_ring`, `abel` or `module` instead.
Try this:
  [apply] ring_nf
  
  The `ring` tactic failed to close the goal. Use `ring_nf` to obtain a normal form.
    
  Note that `ring` works primarily in *commutative* rings. If you have a noncommutative ring, abelian group or module, consider using `noncomm_ring`, `abel` or `module` instead.
Main.lean:64:64: error: unsolved goals
case «0».«0»
χ s v e0 : ℝ
hχ : χ = 1 ∨ χ = -1
hs : s = 1 ∨ s = -1
k : Fin 3 → ℝ
hk : k ≠ 0
hr : 0 < kabs k
⊢ ↑(k 2) ^ 2 + ↑(k 0) ^ 2 - ↑(k 1) ^ 2 * Complex.I ^ 2 = ↑(k 2) ^ 2 + ↑(k 0) ^ 2 + ↑(k 1) ^ 2

case «1».«1»
χ s v e0 : ℝ
hχ : χ = 1 ∨ χ = -1
hs : s = 1 ∨ s = -1
k : Fin 3 → ℝ
hk : k ≠ 0
hr : 0 < kabs k
⊢ ↑(k 0) ^ 2 - ↑(k 1) ^ 2 * Complex.I ^ 2 + ↑(k 2) ^ 2 = ↑(k 0) ^ 2 + ↑(k 1) ^ 2 + ↑(k 2) ^ 2
```

As a diff, the version that Lean accepts:

```diff
@@ -67,21 +67,21 @@
     fin_cases i <;> fin_cases j <;> simp [Matrix.mul_apply, Fin.sum_univ_two] <;>
       first
+        | linear_combination (-(k 1 : ℂ) ^ 2) * Complex.I_sq
         | ring
-        | linear_combination (-(k 1 : ℂ) ^ 2) * Complex.I_sq
   have h0 : ((s * χ / kabs k : ℝ) : ℂ) * ((s * χ / kabs k : ℝ) : ℂ) *
       ((kabs k ^ 2 : ℝ) : ℂ) = 1 := by
     rw [← Complex.ofReal_mul, ← Complex.ofReal_mul, ← Complex.ofReal_one]
     congr 1
-    rcases hs with rfl | rfl <;> rcases hχ with rfl | rfl <;> field_simp <;> norm_num
+    rcases hs with rfl | rfl <;> rcases hχ with rfl | rfl <;> field_simp
   have h1 : ((χ * v : ℝ) : ℂ) * ((s * χ / kabs k : ℝ) : ℂ) * ((kabs k ^ 2 : ℝ) : ℂ) =
       ((s * v * kabs k : ℝ) : ℂ) := by
     rw [← Complex.ofReal_mul, ← Complex.ofReal_mul]
     congr 1
-    rcases hχ with rfl | rfl <;> field_simp <;> ring
+    rcases hχ with rfl | rfl <;> field_simp
   have h2 : ((χ * v : ℝ) : ℂ) =
       ((s * v * kabs k : ℝ) : ℂ) * ((s * χ / kabs k : ℝ) : ℂ) := by
     rw [← Complex.ofReal_mul]
     congr 1
-    rcases hs with rfl | rfl <;> field_simp <;> ring
+    rcases hs with rfl | rfl <;> field_simp
   refine ⟨?_, ?_, ?_⟩
   · simp only [bandProj, smul_mul_assoc, mul_smul_comm, add_mul, mul_add, one_mul, mul_one, hS]
```

What went wrong. The error lies in the proof of `hS`, the identity (k·σ)² = |k|². Its two diagonal entries are left with `Complex.I ^ 2` on one side, and they hold only because i² = −1, a fact `ring` does not use. When `ring` cannot close a goal, it falls back to `ring_nf`, which here rewrites the goal and counts as success. The two "Try this" messages report this fallback. So `first` accepts `ring` and never reaches the `linear_combination` line, which supplies `Complex.I_sq`, and the two rewritten goals stay unsolved.

The repair puts `linear_combination` first. It closes the diagonal entries, and where it does not fit it fails outright, so that `first` goes on to `ring`.

The other changes, which drop `norm_num` and `ring` after `field_simp` in `h0`, `h1` and `h2`, are mere tidying: `field_simp` already closes those goals, and no error concerns them.
